# The three Pauli measurement entropies of a qubit sum to at least 2 log 2

A source emits spin-½ particles, all in the same state. I measure $\sigma_x$ on one batch, $\sigma_y$ on a second and $\sigma_z$ on a third. If the spins point up along $z$, the third batch gives a certain result and the other two are fair coin tosses, so the three Shannon entropies add up to $2\log 2$ in nats. I have read that no qubit state, pure or mixed, gives a smaller sum. How is this proved, when exactly is the bound reached, and can the whole argument be made rigorous and checked by machine?

## A quadratic lower bound on each entropy

Yes. The idea is to bound each entropy by a quadratic function of the corresponding mean, because the squares of the three means are jointly constrained.

An outcome $\pm1$ with mean $x$ has probabilities $(1\pm x)/2$. With $h(p)=-p\log p-(1-p)\log(1-p)$, its entropy is

$$S(x)=h\!\left(\tfrac{1+x}{2}\right)=\log 2-D(x),\qquad D(x)=\tfrac12\big[(1+x)\log(1+x)+(1-x)\log(1-x)\big].$$

The bound needed is $S(x)\ge(1-x^2)\log 2$, or equivalently $D(x)\le x^2\log 2$. For $0<t<1$, use $D'(t)=\tfrac12[\log(1+t)-\log(1-t)]$ to get

$$\frac{d}{dt}\frac{D(t)}{t^2}=\frac{tD'(t)-2D(t)}{t^3}=-\frac{G(t)}{2t^3},\qquad G(t)=(2+t)\log(1+t)+(2-t)\log(1-t).$$

To find the sign of $G$, differentiate:

$$-G'(t)=K(t)=\frac{2t}{1-t^2}-\log(1+t)+\log(1-t),\qquad K'(t)=\frac{2+2t^2}{(1-t^2)^2}-\frac{2}{1-t^2}=\frac{4t^2}{(1-t^2)^2}>0.$$

Since $K(0)=0$, $K$ is positive on $(0,1)$. Since $G(0)=0$, $G$ is then negative there. So $D(t)/t^2$ increases strictly, up to its value $\log 2$ at $t=1$, and $S(x)>(1-x^2)\log 2$ for $0<x<1$. Exchanging the outcomes gives $S(-x)=S(x)$, which covers negative means. At $x=0$ and $x=\pm1$ the two sides are equal.

## From one mean to the Bloch ball

Let $x,y,z$ be the means of $\sigma_x,\sigma_y,\sigma_z$ in the state $\rho$. Numbering matrix entries from 0, we have $x=2\,\mathrm{Re}\,\rho_{01}$, $y=-2\,\mathrm{Im}\,\rho_{01}$ and $z=\rho_{00}-\rho_{11}$. With $\rho_{00}+\rho_{11}=1$, positivity gives

$$0\le\det\rho=\rho_{00}\rho_{11}-|\rho_{01}|^2=\tfrac14(1-x^2-y^2-z^2).$$

Therefore

$$S(x)+S(y)+S(z)\ge(3-x^2-y^2-z^2)\log 2\ge2\log 2.$$

Equality requires each mean to be $0$ or $\pm1$. They cannot all vanish, since the sum would then be $3\log 2$, so one has square 1. Conversely, if one mean has square 1, the other two vanish and the sum is $0+\log2+\log2$.

For a numerical case, take $(x,y,z)=(0.6,0,0.8)$, a pure state. The probabilities are $(0.8,0.2)$, $(0.5,0.5)$ and $(0.9,0.1)$, with entropies $0.5004$, $0.6931$ and $0.3251$. They sum to $1.5186$, above $2\log2\approx1.3863$. The quadratic bounds for the first and third are $0.64\log2\approx0.4436$ and $0.36\log2\approx0.2495$.

## The relation in Lean

```lean
import Mathlib

open Matrix
open scoped ComplexOrder

namespace PauliEntropicRelation

noncomputable section

/-- Binary entropy, in nats, of a two-outcome measurement with values `±1` and mean `x`. -/
def spinEntropy (x : ℝ) : ℝ := Real.binEntropy ((1 + x) / 2)

/-- The Pauli matrix `σx`. -/
def σx : Matrix (Fin 2) (Fin 2) ℂ := !![0, 1; 1, 0]

/-- The Pauli matrix `σy`. -/
def σy : Matrix (Fin 2) (Fin 2) ℂ := !![0, -Complex.I; Complex.I, 0]

/-- The Pauli matrix `σz`. -/
def σz : Matrix (Fin 2) (Fin 2) ℂ := !![1, 0; 0, -1]

/-- The real part of `tr (ρ A)`. For Hermitian `A` and a density matrix `ρ` this is the expectation
value of `A` in the state `ρ`. -/
def mean (ρ A : Matrix (Fin 2) (Fin 2) ℂ) : ℝ := (ρ * A).trace.re

/-- The sum of `-p log p` over the two numbers `p = mean ρ ((1 ± σ)/2)`. For a density matrix `ρ`
and a Pauli matrix `σ` this is the Shannon entropy of the two outcomes of measuring `σ`. -/
def outcomeEntropy (ρ σ : Matrix (Fin 2) (Fin 2) ℂ) : ℝ :=
  Real.negMulLog (mean ρ ((1 / 2 : ℝ) • (1 + σ))) +
    Real.negMulLog (mean ρ ((1 / 2 : ℝ) • (1 - σ)))

/-- A function that vanishes at `0`, is differentiable at every point of `[0,1)` and has positive
derivative on `(0,1)` is positive on `(0,1)`. -/
theorem pos_of_deriv_pos {f f' : ℝ → ℝ} (h0 : f 0 = 0)
    (hd : ∀ t, 0 ≤ t → t < 1 → HasDerivAt f (f' t) t)
    (hp : ∀ t, 0 < t → t < 1 → 0 < f' t) {x : ℝ} (hx0 : 0 < x) (hx1 : x < 1) :
    0 < f x := by
  have hm : StrictMonoOn f (Set.Icc 0 x) := by
    apply strictMonoOn_of_deriv_pos (convex_Icc 0 x)
    · intro t ht
      exact (hd t ht.1 (lt_of_le_of_lt ht.2 hx1)).continuousAt.continuousWithinAt
    · intro t ht
      rw [interior_Icc] at ht
      rw [(hd t ht.1.le (ht.2.trans hx1)).deriv]
      exact hp t ht.1 (ht.2.trans hx1)
  have h := hm (Set.left_mem_Icc.2 hx0.le) (Set.right_mem_Icc.2 hx0.le) hx0
  rwa [h0] at h

/-- For `0 < x < 1` the combination `(2+x) log(1+x) + (2-x) log(1-x)` is negative. -/
theorem log_combination_neg {x : ℝ} (hx0 : 0 < x) (hx1 : x < 1) :
    (2 + x) * Real.log (1 + x) + (2 - x) * Real.log (1 - x) < 0 := by
  have key : ∀ t : ℝ, 0 < t → t < 1 →
      0 < 2 * t / ((1 + t) * (1 - t)) - (Real.log (1 + t) - Real.log (1 - t)) := by
    intro s hs0 hs1
    refine pos_of_deriv_pos
      (f := fun t => 2 * t / ((1 + t) * (1 - t)) - (Real.log (1 + t) - Real.log (1 - t)))
      (f' := fun t => 4 * t ^ 2 / ((1 + t) * (1 - t)) ^ 2) (by simp) ?_ ?_ hs0 hs1
    · intro t ht0 ht1
      have n1 : 1 + t ≠ 0 := by linarith
      have n2 : 1 - t ≠ 0 := by linarith
      have d1 : HasDerivAt (fun y : ℝ => 1 + y) 1 t := (hasDerivAt_id' t).const_add 1
      have d2 : HasDerivAt (fun y : ℝ => 1 - y) (-1) t := (hasDerivAt_id' t).const_sub 1
      refine ((((hasDerivAt_id' t).const_mul 2).fun_div (d1.fun_mul d2)
        (mul_ne_zero n1 n2)).fun_sub ((d1.log n1).fun_sub (d2.log n2))).congr_deriv ?_
      field_simp
      ring
    · intro t ht0 ht1
      have n2 : 0 < 1 - t := by linarith
      positivity
  -- the function in `key` is the derivative of minus the claimed combination
  have h := pos_of_deriv_pos
    (f := fun t => -((2 + t) * Real.log (1 + t) + (2 - t) * Real.log (1 - t)))
    (f' := fun t => 2 * t / ((1 + t) * (1 - t)) - (Real.log (1 + t) - Real.log (1 - t)))
    (by simp) (by
      intro t ht0 ht1
      have n1 : 1 + t ≠ 0 := by linarith
      have n2 : 1 - t ≠ 0 := by linarith
      have d1 : HasDerivAt (fun y : ℝ => 1 + y) 1 t := (hasDerivAt_id' t).const_add 1
      have d2 : HasDerivAt (fun y : ℝ => 1 - y) (-1) t := (hasDerivAt_id' t).const_sub 1
      refine ((((hasDerivAt_id' t).const_add 2).fun_mul (d1.log n1)).fun_add
        (((hasDerivAt_id' t).const_sub 2).fun_mul (d2.log n2))).fun_neg.congr_deriv ?_
      field_simp
      ring) key hx0 hx1
  linarith

/-- For a mean `0 < x < 1` the entropy strictly exceeds `(1 - x²) log 2`. -/
theorem spinEntropy_gt {x : ℝ} (hx0 : 0 < x) (hx1 : x < 1) :
    (1 - x ^ 2) * Real.log 2 < spinEntropy x := by
  have hc : Continuous spinEntropy :=
    Real.binEntropy_continuous.comp (by fun_prop : Continuous fun x : ℝ => (1 + x) / 2)
  -- the entropy deficit divided by `t²` increases up to `t = 1`
  have hm : StrictMonoOn (fun t => (Real.log 2 - spinEntropy t) / t ^ 2) (Set.Icc x 1) := by
    apply strictMonoOn_of_deriv_pos (convex_Icc x 1)
    · exact (continuous_const.sub hc).continuousOn.div (continuous_pow 2).continuousOn
        (fun t ht => pow_ne_zero 2 (lt_of_lt_of_le hx0 ht.1).ne')
    · intro t ht
      rw [interior_Icc] at ht
      have t0 : 0 < t := hx0.trans ht.1
      have n1 : 1 + t ≠ 0 := by linarith
      have n2 : 1 - t ≠ 0 := by linarith [ht.2]
      have e : 1 - (1 + t) / 2 = (1 - t) / 2 := by ring
      have dS : HasDerivAt spinEntropy
          ((Real.log (1 - (1 + t) / 2) - Real.log ((1 + t) / 2)) * (1 / 2)) t :=
        (Real.hasDerivAt_binEntropy (by linarith) (by linarith [ht.2])).comp t
          (((hasDerivAt_id' t).const_add 1).div_const 2)
      have dq : HasDerivAt (fun y : ℝ => y ^ 2) (2 * t) t := by
        simpa using hasDerivAt_pow 2 t
      rw [((dS.const_sub (Real.log 2)).fun_div dq (pow_ne_zero 2 t0.ne')).deriv]
      apply div_pos _ (by positivity)
      have hS : spinEntropy t = Real.log 2 -
          ((1 + t) * Real.log (1 + t) + (1 - t) * Real.log (1 - t)) / 2 := by
        rw [spinEntropy, Real.binEntropy, e, Real.log_inv, Real.log_inv,
          Real.log_div n1 two_ne_zero, Real.log_div n2 two_ne_zero]
        ring
      rw [hS, e, Real.log_div n1 two_ne_zero, Real.log_div n2 two_ne_zero]
      have hk := mul_pos t0 (neg_pos.2 (log_combination_neg t0 ht.2))
      nlinarith [hk]
  have h := hm (Set.left_mem_Icc.2 hx1.le) (Set.right_mem_Icc.2 hx1.le) hx1
  have h1 : spinEntropy 1 = 0 := by norm_num [spinEntropy]
  simp only [h1, one_pow, div_one, sub_zero] at h
  rw [div_lt_iff₀ (by positivity)] at h
  linarith

/-- For a mean with `x² ≤ 1` the entropy is at least `(1 - x²) log 2`, with equality exactly
when `x = 0` or `x² = 1`. -/
theorem spinEntropy_bound {x : ℝ} (hx : x ^ 2 ≤ 1) :
    (1 - x ^ 2) * Real.log 2 ≤ spinEntropy x ∧
      (spinEntropy x = (1 - x ^ 2) * Real.log 2 ↔ x = 0 ∨ x ^ 2 = 1) := by
  have hz : x = 0 ∨ x ^ 2 = 1 → spinEntropy x = (1 - x ^ 2) * Real.log 2 := by
    rintro (h | h)
    · subst h
      have e : ((1 : ℝ) + 0) / 2 = 2⁻¹ := by norm_num
      rw [spinEntropy, e, Real.binEntropy_two_inv]
      ring
    · have hf : (x - 1) * (x + 1) = 0 := by linear_combination h
      rcases mul_eq_zero.1 hf with hf | hf
      · rw [show x = 1 by linarith]
        norm_num [spinEntropy]
      · rw [show x = -1 by linarith]
        norm_num [spinEntropy]
  by_cases hc : x = 0 ∨ x ^ 2 = 1
  · exact ⟨(hz hc).ge, fun _ => hc, hz⟩
  · have h0 : x ≠ 0 := fun h => hc (Or.inl h)
    have h1 : x ^ 2 < 1 := lt_of_le_of_ne hx (fun h => hc (Or.inr h))
    have hs : (1 - x ^ 2) * Real.log 2 < spinEntropy x := by
      rcases lt_or_gt_of_ne h0 with h | h
      · -- exchanging the two outcomes reverses the sign of the mean
        have g := spinEntropy_gt (x := -x) (by linarith) (by nlinarith)
        have e : (1 + -x) / 2 = 1 - (1 + x) / 2 := by ring
        rw [spinEntropy, e, Real.binEntropy_one_sub, neg_sq] at g
        exact g
      · exact spinEntropy_gt h (by nlinarith)
    exact ⟨hs.le, fun h => absurd h hs.ne', hz⟩

/-- On the Bloch ball the three entropies sum to at least `2 log 2`, with equality exactly
when one coordinate has square `1`. -/
theorem bloch_entropy_bound {x y z : ℝ} (h : x ^ 2 + y ^ 2 + z ^ 2 ≤ 1) :
    2 * Real.log 2 ≤ spinEntropy x + spinEntropy y + spinEntropy z ∧
      (spinEntropy x + spinEntropy y + spinEntropy z = 2 * Real.log 2 ↔
        x ^ 2 = 1 ∨ y ^ 2 = 1 ∨ z ^ 2 = 1) := by
  have hL : 0 < Real.log 2 := Real.log_pos one_lt_two
  obtain ⟨bx, ex⟩ := spinEntropy_bound (x := x) (by nlinarith [sq_nonneg y, sq_nonneg z])
  obtain ⟨b_y, ey⟩ := spinEntropy_bound (x := y) (by nlinarith [sq_nonneg x, sq_nonneg z])
  obtain ⟨bz, ez⟩ := spinEntropy_bound (x := z) (by nlinarith [sq_nonneg x, sq_nonneg y])
  have hs := mul_le_mul_of_nonneg_right h hL.le
  refine ⟨by linarith, fun he => ?_, fun he => ?_⟩
  · -- equality in the sum forces equality in each term
    have qx := ex.1 (by linarith)
    have qy := ey.1 (by linarith)
    have qz := ez.1 (by linarith)
    by_contra hn
    push Not at hn
    have x0 := qx.resolve_right hn.1
    have y0 := qy.resolve_right hn.2.1
    have z0 := qz.resolve_right hn.2.2
    subst x0 y0 z0
    linarith
  · have hsum : x ^ 2 + y ^ 2 + z ^ 2 = 1 := by
      rcases he with he | he | he <;> nlinarith [sq_nonneg x, sq_nonneg y, sq_nonneg z]
    have zero : ∀ a : ℝ, a ^ 2 ≤ 0 → a = 0 := fun a ha =>
      pow_eq_zero_iff two_ne_zero |>.1 (le_antisymm ha (sq_nonneg a))
    have qx : x = 0 ∨ x ^ 2 = 1 := by
      rcases he with he | he | he
      · exact Or.inr he
      · exact Or.inl (zero x (by linarith [sq_nonneg z]))
      · exact Or.inl (zero x (by linarith [sq_nonneg y]))
    have qy : y = 0 ∨ y ^ 2 = 1 := by
      rcases he with he | he | he
      · exact Or.inl (zero y (by linarith [sq_nonneg z]))
      · exact Or.inr he
      · exact Or.inl (zero y (by linarith [sq_nonneg x]))
    have qz : z = 0 ∨ z ^ 2 = 1 := by
      rcases he with he | he | he
      · exact Or.inl (zero z (by linarith [sq_nonneg y]))
      · exact Or.inl (zero z (by linarith [sq_nonneg x]))
      · exact Or.inr he
    rw [ex.2 qx, ey.2 qy, ez.2 qz]
    linear_combination (-Real.log 2) * hsum

/-- In a state of trace one, the outcome entropy of `σ` is the binary entropy fixed by its
mean. -/
theorem outcomeEntropy_eq {ρ : Matrix (Fin 2) (Fin 2) ℂ} (h : ρ.trace = 1)
    (σ : Matrix (Fin 2) (Fin 2) ℂ) : outcomeEntropy ρ σ = spinEntropy (mean ρ σ) := by
  have hp : mean ρ ((1 / 2 : ℝ) • (1 + σ)) = (1 + mean ρ σ) / 2 := by
    rw [mean, Matrix.mul_smul, Matrix.trace_smul, mul_add, mul_one, Matrix.trace_add, h,
      Complex.smul_re, Complex.add_re, Complex.one_re, smul_eq_mul, mean]
    ring
  have hm : mean ρ ((1 / 2 : ℝ) • (1 - σ)) = 1 - (1 + mean ρ σ) / 2 := by
    rw [mean, Matrix.mul_smul, Matrix.trace_smul, mul_sub, mul_one, Matrix.trace_sub, h,
      Complex.smul_re, Complex.sub_re, Complex.one_re, smul_eq_mul, mean]
    ring
  rw [outcomeEntropy, hp, hm, spinEntropy, Real.binEntropy_eq_negMulLog_add_negMulLog_one_sub]

/-- The three Pauli means of a qubit density matrix lie in the unit ball. -/
theorem bloch_ball {ρ : Matrix (Fin 2) (Fin 2) ℂ} (hρ : ρ.PosSemidef) (h : ρ.trace = 1) :
    mean ρ σx ^ 2 + mean ρ σy ^ 2 + mean ρ σz ^ 2 ≤ 1 := by
  have hd := (Complex.le_def.1 hρ.det_nonneg).1
  have a0 := congrArg Complex.im (hρ.isHermitian.apply 0 0)
  have br := congrArg Complex.re (hρ.isHermitian.apply 0 1)
  have bi := congrArg Complex.im (hρ.isHermitian.apply 0 1)
  have ht := congrArg Complex.re h
  rw [Matrix.trace_fin_two, Complex.add_re, Complex.one_re] at ht
  rw [Matrix.det_fin_two, Complex.sub_re, Complex.mul_re, Complex.mul_re, Complex.zero_re] at hd
  change -(ρ 0 0).im = (ρ 0 0).im at a0
  change (ρ 1 0).re = (ρ 0 1).re at br
  change -(ρ 1 0).im = (ρ 0 1).im at bi
  have ai : (ρ 0 0).im = 0 := by linarith
  have mx : mean ρ σx = 2 * (ρ 0 1).re := by
    have e : mean ρ σx = (ρ 0 1).re + (ρ 1 0).re := by
      simp [mean, σx, Matrix.trace_fin_two, Matrix.mul_apply, Fin.sum_univ_two]
    linarith
  have my : mean ρ σy = -2 * (ρ 0 1).im := by
    have e : mean ρ σy = -(ρ 0 1).im + (ρ 1 0).im := by
      simp [mean, σy, Matrix.trace_fin_two, Matrix.mul_apply, Fin.sum_univ_two]
    linarith
  have mz : mean ρ σz = (ρ 0 0).re - (ρ 1 1).re := by
    simp [mean, σz, Matrix.trace_fin_two, Matrix.mul_apply, Fin.sum_univ_two, sub_eq_add_neg]
  have ci : (ρ 1 0).im = -(ρ 0 1).im := by linarith
  have dr : (ρ 1 1).re = 1 - (ρ 0 0).re := by linarith
  rw [ai, br, ci, dr] at hd
  rw [mx, my, mz, dr]
  nlinarith [hd]

/-- For every qubit density matrix the outcome entropies of `σx`, `σy`, `σz` sum to at least
`2 log 2`, with equality exactly when one of the three means has square `1`. -/
theorem pauli_entropic_relation {ρ : Matrix (Fin 2) (Fin 2) ℂ} (hρ : ρ.PosSemidef)
    (h : ρ.trace = 1) :
    2 * Real.log 2 ≤ outcomeEntropy ρ σx + outcomeEntropy ρ σy + outcomeEntropy ρ σz ∧
      (outcomeEntropy ρ σx + outcomeEntropy ρ σy + outcomeEntropy ρ σz = 2 * Real.log 2 ↔
        mean ρ σx ^ 2 = 1 ∨ mean ρ σy ^ 2 = 1 ∨ mean ρ σz ^ 2 = 1) := by
  rw [outcomeEntropy_eq h, outcomeEntropy_eq h, outcomeEntropy_eq h]
  exact bloch_entropy_bound (bloch_ball hρ h)

/-- The spin-up state `diag(1, 0)` is a density matrix whose three Pauli entropies sum to
exactly `2 log 2`. -/
theorem pauli_entropic_relation_witness :
    (!![1, 0; 0, 0] : Matrix (Fin 2) (Fin 2) ℂ).PosSemidef ∧
      (!![1, 0; 0, 0] : Matrix (Fin 2) (Fin 2) ℂ).trace = 1 ∧
      outcomeEntropy !![1, 0; 0, 0] σx + outcomeEntropy !![1, 0; 0, 0] σy +
        outcomeEntropy !![1, 0; 0, 0] σz = 2 * Real.log 2 := by
  have hp : (!![1, 0; 0, 0] : Matrix (Fin 2) (Fin 2) ℂ).PosSemidef := by
    have e : (!![1, 0; 0, 0] : Matrix (Fin 2) (Fin 2) ℂ)ᴴ * !![1, 0; 0, 0] =
        !![1, 0; 0, 0] := by
      ext i j
      fin_cases i <;> fin_cases j <;> simp [Matrix.mul_apply, Fin.sum_univ_two]
    have g := Matrix.posSemidef_conjTranspose_mul_self
      (!![1, 0; 0, 0] : Matrix (Fin 2) (Fin 2) ℂ)
    rwa [e] at g
  have ht : (!![1, 0; 0, 0] : Matrix (Fin 2) (Fin 2) ℂ).trace = 1 := by
    simp [Matrix.trace_fin_two]
  refine ⟨hp, ht, (pauli_entropic_relation hp ht).2.2 (Or.inr (Or.inr ?_))⟩
  simp [mean, σz, Matrix.trace_fin_two]

end

end PauliEntropicRelation
```

```lean
#print axioms PauliEntropicRelation.pauli_entropic_relation
```

```
'PauliEntropicRelation.pauli_entropic_relation' depends on axioms: [propext, Classical.choice, Quot.sound]
```

## What the theorems say about a qubit

In `pauli_entropic_relation`, a state is a complex 2×2 matrix `ρ` with `ρ.PosSemidef`, which includes being Hermitian, and `ρ.trace = 1`. Mixed states are included. The theorem states the lower bound and, as an equivalence, that it is reached exactly when one of the three means has square 1, so that one measurement has a certain outcome. `pauli_entropic_relation_witness` supplies such a state, spin up along $z$.

The Born rule enters through definitions. `mean ρ A` is the real part of $\mathrm{tr}(\rho A)$, and `outcomeEntropy` applies it to $(1\pm\sigma)/2$ to obtain the two probabilities. `Real.negMulLog` is $-p\log p$ with the natural logarithm and the value 0 at $p=0$, the usual convention for an impossible outcome. `spinEntropy` is $S$, and `bloch_entropy_bound` is the purely real inequality for any $x,y,z$ with $x^2+y^2+z^2\le1$.

For a single qubit and ideal projective measurements, the relation limits how predictable three complementary observables can be in the same state. It does not treat detector noise, finite-sample estimates of the entropies, larger systems or an observer holding a quantum memory.

## How the proof follows the calculation

`pos_of_deriv_pos` is the principle used twice above: a function that vanishes at 0, is differentiable at every point of $[0,1)$ and has positive derivative on $(0,1)$ is positive on $(0,1)$. `log_combination_neg` applies it first to $K$, giving `key`, and then to $-G$, whose derivative is $K$. In both applications `field_simp` and `ring` confirm the formula for the derivative.

`spinEntropy_gt` shows that $D(t)/t^2$ is strictly increasing on $[x,1]$. Mathlib's monotonicity criterion asks for continuity on the closed interval and a positive derivative only in its interior, so the divergence of $D'$ at $t=1$ does no harm. The sign comes from `log_combination_neg`, and comparing the values at $x$ and $1$ gives the strict bound.

`spinEntropy_bound` adds the reflection $x\mapsto-x$, through `Real.binEntropy_one_sub`, and the cases of equality. `bloch_entropy_bound` sums three copies of it; if the sum is minimal, `linarith` forces equality in each term, and the case of three zero means is contradictory.

On the matrix side, `outcomeEntropy_eq` uses the unit trace to turn the two probabilities into $(1+x)/2$ and its complement. `bloch_ball` reads the means off the matrix entries and carries out the determinant argument. The final theorem combines these two with the real inequality.
